# Reading Spin, Time-Reversal and Reality Symmetries from the Pauli Components of a Density Matrix

A self-consistent-field calculation with general spinor orbitals has converged, and its density matrix couples up spin to down spin. The coupling may mean that the solution is truly noncollinear, or only that a collinear solution has been rotated away from the $z$ axis. The matrix may also have kept or lost time-reversal symmetry. Stability analysis sorts solutions by such symmetries, so we need a way to read them from the matrix itself.

## Four components and their symmetries

Take $n$ real orthonormal orbitals and two spin states. The density matrix $P$ is then a complex $2n\times 2n$ matrix with $n\times n$ spin blocks $P_{\uparrow\uparrow},P_{\uparrow\downarrow},P_{\downarrow\uparrow},P_{\downarrow\downarrow}$. With the Pauli matrices $\sigma_x,\sigma_y,\sigma_z$, the claim is that

$$P=P_0\otimes 1+\sum_{k=x,y,z}M_k\otimes\sigma_k$$

for exactly one choice of $n\times n$ matrices $P_0,M_x,M_y,M_z$, and that these show the symmetries of $P$:

- $P$ commutes with the spin component along a real vector $u$ iff $M\times u=0$. For $S_z$ this means $M_x=M_y=0$; for all components together it means that every $M_k=0$.
- $P$ is time-reversal invariant iff $P_0$ is real and every $M_k$ is imaginary.
- $P$ is real iff $P_0,M_x,M_z$ are real and $M_y$ is imaginary.

"Real" and "imaginary" refer to each matrix entry, and zero counts as both.

**Decomposition.** Inserting the Pauli matrices gives

$$P_{\uparrow\uparrow}=P_0+M_z,\quad P_{\uparrow\downarrow}=M_x-iM_y,\quad P_{\downarrow\uparrow}=M_x+iM_y,\quad P_{\downarrow\downarrow}=P_0-M_z.$$

These equations have the single solution

$$P_0=\tfrac12(P_{\uparrow\uparrow}+P_{\downarrow\downarrow}),\quad M_z=\tfrac12(P_{\uparrow\uparrow}-P_{\downarrow\downarrow}),$$
$$M_x=\tfrac12(P_{\uparrow\downarrow}+P_{\downarrow\uparrow}),\quad M_y=\tfrac i2(P_{\uparrow\downarrow}-P_{\downarrow\uparrow}).$$

The spin-summed density matrix is therefore $2P_0$.

**Spin rotations.** In units of $\hbar$, the spin component along $u$ is $S_u=\tfrac12\sum_k u_k\,1\otimes\sigma_k$. The term $P_0\otimes1$ commutes with it. Since $[\sigma_j,\sigma_k]=2i\sum_l\varepsilon_{jkl}\sigma_l$, the other terms give

$$[P,S_u]=\tfrac12\sum_{jk}u_kM_j\otimes[\sigma_j,\sigma_k]=i\sum_l(M\times u)_l\otimes\sigma_l .$$

By uniqueness of the components, this vanishes iff $M\times u=0$. For $u=\hat z$ the cross product is $(M_y,-M_x,0)$, which gives the criterion for $S_z$. For $u=\hat x$ it is $(0,M_z,-M_y)$, so commuting with $S_x$ as well removes $M_z$. Conversely, if every $M_k$ is zero, the commutator vanishes for all $u$. The solution is collinear, along whatever axis, when the commutator vanishes for some nonzero $u$, that is, when $M_k=u_kN$ for all three $k$ with a single matrix $N$.

**Time reversal.** The antiunitary operator is $UK$, with $U=1\otimes i\sigma_y$ and $K$ complex conjugation, and it sends $P$ to $UP^*U^\dagger$. On the spin factor, $(i\sigma_y)\sigma_k^*(i\sigma_y)^\dagger=\sigma_y\sigma_k^*\sigma_y=-\sigma_k$: the real matrices $\sigma_x,\sigma_z$ anticommute with $\sigma_y$, while $\sigma_y^*=-\sigma_y$. Hence

$$UP^*U^\dagger=P_0^*\otimes1-\sum_kM_k^*\otimes\sigma_k .$$

Comparing components with those of $P$ gives $P_0^*=P_0$ and $M_k^*=-M_k$.

**Reality.** Plain conjugation changes the sign of $\sigma_y$ only:

$$P^*=P_0^*\otimes1+M_x^*\otimes\sigma_x-M_y^*\otimes\sigma_y+M_z^*\otimes\sigma_z .$$

So $P^*=P$ requires real $P_0,M_x,M_z$ and imaginary $M_y$. If $P$ is also time-reversal invariant, $M_x$ and $M_z$ are both real and imaginary, hence zero.

## Two electrons in two orbitals

Let

$$P_0=\tfrac12\begin{pmatrix}1&0\\0&1\end{pmatrix},\quad M_y=\tfrac12\begin{pmatrix}0&-i\\i&0\end{pmatrix},\quad M_x=M_z=0.$$

The diagonal spin blocks are both $\tfrac12 1$, and the others are

$$P_{\uparrow\downarrow}=-iM_y=\tfrac12\begin{pmatrix}0&-1\\1&0\end{pmatrix},\qquad P_{\downarrow\uparrow}=iM_y=\tfrac12\begin{pmatrix}0&1\\-1&0\end{pmatrix}.$$

Here $P=\tfrac12(1+2M_y\otimes\sigma_y)$, and $2M_y\otimes\sigma_y$ squares to one, so $P$ is a projector; its trace is 2. It is real and time-reversal invariant, yet it does not commute with $S_z$. Since $M\times u=(M_yu_z,0,-M_yu_x)$, it commutes with the spin component along $y$. Time-reversal invariance thus does not force the $M_k$ to vanish.

## The components in Lean

Orbitals are labelled by a type `n`, which at first need not be finite.

```lean
import Mathlib

open Matrix Complex
open scoped Kronecker

namespace SpinDensitySymmetry

noncomputable section

variable {n : Type*}
```

The Pauli matrices are numbered 0, 1, 2, so `M 0`, `M 1`, `M 2` stand for $M_x,M_y,M_z$.

```lean
/-- The three Pauli matrices, numbered 0, 1, 2 for x, y, z. -/
def pauli : Fin 3 → Matrix (Fin 2) (Fin 2) ℂ :=
  ![!![0, 1; 1, 0], !![0, -I; I, 0], !![1, 0; 0, -1]]
```

A row or column index is a pair of orbital and spin, in that order, with spin 0 for up and 1 for down. The function `assemble` builds $P$ from its components. Neither Hermiticity nor idempotency is required, so the results hold for any complex matrix, including a trial density produced by mixing.

```lean
/-- The matrix `P0 ⊗ 1 + ∑ M_k ⊗ σ_k` on orbital times spin space. -/
def assemble (P0 : Matrix n n ℂ) (M : Fin 3 → Matrix n n ℂ) :
    Matrix (n × Fin 2) (n × Fin 2) ℂ :=
  P0 ⊗ₖ (1 : Matrix (Fin 2) (Fin 2) ℂ) + ∑ k, M k ⊗ₖ pauli k
```

Two predicates express entrywise reality and imaginarity.

```lean
/-- All entries of the matrix are real. -/
def IsRealMatrix {m : Type*} (A : Matrix m m ℂ) : Prop := ∀ i j, (A i j).im = 0

/-- All entries of the matrix are purely imaginary (zero allowed). -/
def IsImagMatrix {m : Type*} (A : Matrix m m ℂ) : Prop := ∀ i j, (A i j).re = 0
```

The first theorem is the table of four spin blocks, proved by checking each pair of spin indices.

```lean
/-- The entries of the four spin blocks of `assemble P0 M` in terms of those of `P0` and `M`. -/
theorem assemble_apply (P0 : Matrix n n ℂ) (M : Fin 3 → Matrix n n ℂ)
    (i j : n) (a b : Fin 2) :
    assemble P0 M (i, a) (j, b) =
      !![P0 i j + M 2 i j, M 0 i j - I * M 1 i j;
         M 0 i j + I * M 1 i j, P0 i j - M 2 i j] a b := by
  fin_cases a <;> fin_cases b <;>
    simp [assemble, pauli, Fin.sum_univ_three, Matrix.kroneckerMap_apply] <;> ring
```

Existence and uniqueness are stated together by `∃!` over pairs of $P_0$ and the family $M$. The proof supplies the half-sums and half-differences found above. It first checks that they reassemble $P$, then that any other decomposition has the same components. The identity `I_sq`, $i^2=-1$, enters through $M_y$.

```lean
/-- Every complex matrix on orbital times spin space has exactly one decomposition
`P0 ⊗ 1 + ∑ M_k ⊗ σ_k`. -/
theorem existsUnique_decomposition (P : Matrix (n × Fin 2) (n × Fin 2) ℂ) :
    ∃! q : Matrix n n ℂ × (Fin 3 → Matrix n n ℂ), assemble q.1 q.2 = P := by
  -- the components are half-sums and half-differences of the spin blocks
  refine ⟨(Matrix.of fun i j => (P (i, 0) (j, 0) + P (i, 1) (j, 1)) / 2,
    ![Matrix.of fun i j => (P (i, 0) (j, 1) + P (i, 1) (j, 0)) / 2,
      Matrix.of fun i j => I * (P (i, 0) (j, 1) - P (i, 1) (j, 0)) / 2,
      Matrix.of fun i j => (P (i, 0) (j, 0) - P (i, 1) (j, 1)) / 2]), ?_, ?_⟩
  · change assemble _ _ = P
    ext ⟨i, a⟩ ⟨j, b⟩
    fin_cases a <;> fin_cases b <;> simp [assemble_apply]
    · ring
    · linear_combination (-(P (i, 0) (j, 1) - P (i, 1) (j, 0)) / 2) * I_sq
    · linear_combination ((P (i, 0) (j, 1) - P (i, 1) (j, 0)) / 2) * I_sq
    · ring
  · rintro ⟨P0, M⟩ h
    change assemble P0 M = P at h
    subst h
    refine Prod.ext ?_ ?_
    · ext i j
      simp [assemble_apply]
    · funext k
      ext i j
      fin_cases k <;> simp [assemble_apply]
      linear_combination (M 1 i j) * I_sq
```

For reality, the proof takes the imaginary part of each block. The diagonal blocks give the sum and difference of $\operatorname{Im}P_0$ and $\operatorname{Im}M_z$; the off-diagonal blocks do the same for $\operatorname{Im}M_x$ and $\operatorname{Re}M_y$. All four must vanish, which `linarith` concludes.

```lean
/-- The matrix is real iff `P0`, `Mx`, `Mz` are real and `My` is imaginary. -/
theorem real_iff (P0 : Matrix n n ℂ) (M : Fin 3 → Matrix n n ℂ) :
    IsRealMatrix (assemble P0 M) ↔
      IsRealMatrix P0 ∧ IsRealMatrix (M 0) ∧ IsImagMatrix (M 1) ∧ IsRealMatrix (M 2) := by
  constructor
  · intro h
    have h00 : ∀ i j, (P0 i j).im + (M 2 i j).im = 0 := fun i j => by
      simpa [assemble_apply] using h (i, 0) (j, 0)
    have h01 : ∀ i j, (M 0 i j).im - (M 1 i j).re = 0 := fun i j => by
      simpa [assemble_apply] using h (i, 0) (j, 1)
    have h10 : ∀ i j, (M 0 i j).im + (M 1 i j).re = 0 := fun i j => by
      simpa [assemble_apply] using h (i, 1) (j, 0)
    have h11 : ∀ i j, (P0 i j).im - (M 2 i j).im = 0 := fun i j => by
      simpa [assemble_apply] using h (i, 1) (j, 1)
    exact ⟨fun i j => by linarith [h00 i j, h11 i j], fun i j => by linarith [h01 i j, h10 i j],
      fun i j => by linarith [h01 i j, h10 i j], fun i j => by linarith [h00 i j, h11 i j]⟩
  · rintro ⟨h0, hx, hy, hz⟩ ⟨i, a⟩ ⟨j, b⟩
    fin_cases a <;> fin_cases b <;>
      simp [assemble_apply, h0 i j, hx i j, hy i j, hz i j]
```

## Spin operators and time reversal in Lean

Matrix products sum over orbitals, so from here on `n` is finite. An operator acting on spin alone is $1\otimes A$.

```lean
variable [Fintype n] [DecidableEq n]

/-- The operator `1 ⊗ A`, which acts on spin alone. -/
def spinOp (A : Matrix (Fin 2) (Fin 2) ℂ) : Matrix (n × Fin 2) (n × Fin 2) ℂ :=
  (1 : Matrix n n ℂ) ⊗ₖ A
```

The vector `u` is real but need not be normalised. For $u=0$ the operator is zero and the criterion holds trivially.

```lean
/-- The spin component `u · S` with `S = σ / 2`, in units of ħ, for a real vector `u`. -/
def spinAlong (u : Fin 3 → ℝ) : Matrix (n × Fin 2) (n × Fin 2) ℂ :=
  spinOp ((1 / 2 : ℂ) • ∑ k, (u k : ℂ) • pauli k)
```

In the definition of time reversal, `P.map star` conjugates each entry without transposing. Writing the adjoint $P^\dagger$ there would be a serious error: a Hermitian $P$ would then not be conjugated at all, and "invariance" would only mean commuting with $S_y$. Leaving the orbital index alone apart from conjugation is where the choice of real orbitals enters.

```lean
/-- Time reversal `P ↦ U P* U†` with `U = 1 ⊗ iσ_y`. -/
def timeReverse (P : Matrix (n × Fin 2) (n × Fin 2) ℂ) : Matrix (n × Fin 2) (n × Fin 2) ℂ :=
  spinOp (I • pauli 1) * P.map star * spinOp (I • pauli 1)ᴴ
```

The next lemma reduces a product with $1\otimes A$ to a sum over two spin values, because the identity on orbitals leaves one term of the orbital sum.

```lean
/-- Multiplication by a spin operator, from the right or the left, mixes spin indices only. -/
theorem spinOp_mul_apply (P : Matrix (n × Fin 2) (n × Fin 2) ℂ)
    (A : Matrix (Fin 2) (Fin 2) ℂ) (i j : n) (a b : Fin 2) :
    (P * spinOp A : Matrix (n × Fin 2) (n × Fin 2) ℂ) (i, a) (j, b) =
        ∑ c, P (i, a) (j, c) * A c b ∧
      (spinOp A * P : Matrix (n × Fin 2) (n × Fin 2) ℂ) (i, a) (j, b) =
        ∑ c, A a c * P (i, c) (j, b) := by
  constructor
  · rw [Matrix.mul_apply, Fintype.sum_prod_type, Finset.sum_eq_single j]
    · simp [spinOp, Matrix.kroneckerMap_apply]
    · intro x _ hx
      simp [spinOp, Matrix.kroneckerMap_apply, Matrix.one_apply_ne hx]
    · simp
  · rw [Matrix.mul_apply, Fintype.sum_prod_type, Finset.sum_eq_single i]
    · simp [spinOp, Matrix.kroneckerMap_apply]
    · intro x _ hx
      simp [spinOp, Matrix.kroneckerMap_apply, Matrix.one_apply_ne hx.symm]
    · simp
```

The commutation theorem writes $M\times u=0$ as three matrix equations, for the $z$, $y$ and $x$ components in that order. Its proof works with blocks instead of Pauli commutators. After `hS` writes out the $2\times2$ spin matrix, the up-up block of the commutator gives the $z$ equation. The difference and the sum of the two off-diagonal blocks give the $y$ and $x$ equations. For the converse, each block of the commutator is a linear combination of the three equations.

```lean
/-- The matrix commutes with `u · S` iff the cross product of `M` and `u` vanishes. -/
theorem commute_spinAlong_iff (P0 : Matrix n n ℂ) (M : Fin 3 → Matrix n n ℂ) (u : Fin 3 → ℝ) :
    Commute (assemble P0 M) (spinAlong u) ↔
      (u 1 : ℂ) • M 0 = (u 0 : ℂ) • M 1 ∧ (u 0 : ℂ) • M 2 = (u 2 : ℂ) • M 0 ∧
        (u 1 : ℂ) • M 2 = (u 2 : ℂ) • M 1 := by
  have hS : (spinAlong u : Matrix (n × Fin 2) (n × Fin 2) ℂ) =
      spinOp !![(u 2 : ℂ) / 2, (u 0 - I * u 1) / 2; (u 0 + I * u 1) / 2, -(u 2 : ℂ) / 2] := by
    unfold spinAlong
    congr 1
    ext a b
    fin_cases a <;> fin_cases b <;> simp [pauli, Fin.sum_univ_three] <;> ring
  rw [hS]
  constructor
  · intro h
    -- compare the spin blocks of the two products
    have e := fun i j a b => congrFun (congrFun h.eq (i, a)) (j, b)
    simp only [spinOp_mul_apply, Fin.sum_univ_two, assemble_apply] at e
    refine ⟨?_, ?_, ?_⟩ <;> ext i j
    · have e00 := e i j 0 0
      simp at e00 ⊢
      linear_combination (-I) * e00 + (u 1 * M 0 i j - u 0 * M 1 i j) * I_sq
    · have e01 := e i j 0 1
      have e10 := e i j 1 0
      simp at e01 e10 ⊢
      linear_combination (1 / 2) * e01 - (1 / 2) * e10
    · have e01 := e i j 0 1
      have e10 := e i j 1 0
      simp at e01 e10 ⊢
      linear_combination (I / 2) * (e01 + e10) + (u 1 * M 2 i j - u 2 * M 1 i j) * I_sq
  · rintro ⟨h1, h2, h3⟩
    change _ * _ = _ * _
    ext ⟨i, a⟩ ⟨j, b⟩
    have k1 := congrFun (congrFun h1 i) j
    have k2 := congrFun (congrFun h2 i) j
    have k3 := congrFun (congrFun h3 i) j
    simp only [Matrix.smul_apply, smul_eq_mul] at k1 k2 k3
    simp only [spinOp_mul_apply, Fin.sum_univ_two, assemble_apply]
    fin_cases a <;> fin_cases b <;> simp
    · linear_combination I * k1
    · linear_combination k2 - I * k3
    · linear_combination -k2 - I * k3
    · linear_combination -I * k1
```

Setting $u=(0,0,1)$ gives the test for $S_z$.

```lean
/-- The matrix commutes with `S_z` iff `Mx = My = 0`. -/
theorem commute_Sz_iff (P0 : Matrix n n ℂ) (M : Fin 3 → Matrix n n ℂ) :
    Commute (assemble P0 M) (spinAlong ![0, 0, 1]) ↔ M 0 = 0 ∧ M 1 = 0 := by
  rw [commute_spinAlong_iff]
  constructor
  · rintro ⟨_, h, h'⟩
    exact ⟨by simpa using h.symm, by simpa using h'.symm⟩
  · rintro ⟨hx, hy⟩
    simp [hx, hy]
```

"All spin components" means all real vectors $u$. As in the derivation, the $z$ direction removes $M_x$ and $M_y$, and the $x$ direction removes $M_z$.

```lean
/-- The matrix commutes with all spin components iff every `M_k` vanishes. -/
theorem commute_all_spin_iff (P0 : Matrix n n ℂ) (M : Fin 3 → Matrix n n ℂ) :
    (∀ u, Commute (assemble P0 M) (spinAlong u)) ↔ ∀ k, M k = 0 := by
  constructor
  · intro h
    obtain ⟨hx, hy⟩ := (commute_Sz_iff P0 M).1 (h _)
    -- the x component of spin removes the remaining Mz
    have hz : M 2 = 0 := by
      simpa using ((commute_spinAlong_iff P0 M ![1, 0, 0]).1 (h _)).2.1
    intro k
    fin_cases k
    exacts [hx, hy, hz]
  · intro h u
    rw [commute_spinAlong_iff]
    simp [h]
```

Time reversal is then computed block by block: the two spin directions are exchanged, entries are conjugated, and the off-diagonal blocks change sign.

```lean
/-- Time reversal exchanges the two spin directions, conjugates every entry, and changes the
sign of the spin-off-diagonal blocks. -/
theorem timeReverse_apply (P : Matrix (n × Fin 2) (n × Fin 2) ℂ) (i j : n) (a b : Fin 2) :
    timeReverse P (i, a) (j, b) =
      !![star (P (i, 1) (j, 1)), -star (P (i, 1) (j, 0));
         -star (P (i, 0) (j, 1)), star (P (i, 0) (j, 0))] a b := by
  simp only [timeReverse, spinOp_mul_apply, Fin.sum_univ_two]
  fin_cases a <;> fin_cases b <;> simp [pauli]
```

The up-up and up-down blocks already contain enough equations to show that the imaginary part of $P_0$ and the real parts of all three $M_k$ vanish. The converse checks every block.

```lean
/-- The matrix is time-reversal invariant iff `P0` is real and all `M_k` are imaginary. -/
theorem timeReverse_eq_self_iff (P0 : Matrix n n ℂ) (M : Fin 3 → Matrix n n ℂ) :
    timeReverse (assemble P0 M) = assemble P0 M ↔
      IsRealMatrix P0 ∧ ∀ k, IsImagMatrix (M k) := by
  constructor
  · intro h
    have key : ∀ i j, (P0 i j).im = 0 ∧ (M 0 i j).re = 0 ∧ (M 1 i j).re = 0 ∧
        (M 2 i j).re = 0 := by
      intro i j
      have h00 := congrFun (congrFun h (i, 0)) (j, 0)
      have h01 := congrFun (congrFun h (i, 0)) (j, 1)
      simp [timeReverse_apply, assemble_apply, Complex.ext_iff] at h00 h01
      refine ⟨?_, ?_, ?_, ?_⟩ <;> linarith [h00.1, h00.2, h01.1, h01.2]
    refine ⟨fun i j => (key i j).1, fun k i j => ?_⟩
    fin_cases k
    exacts [(key i j).2.1, (key i j).2.2.1, (key i j).2.2.2]
  · rintro ⟨h0, hM⟩
    ext ⟨i, a⟩ ⟨j, b⟩
    fin_cases a <;> fin_cases b <;>
      simp [timeReverse_apply, assemble_apply, Complex.ext_iff, h0 i j, hM 0 i j, hM 1 i j,
        hM 2 i j]
```

The last theorem combines the two criteria, using that a number with zero real part and zero imaginary part is zero. The two-orbital example has exactly this form.

```lean
/-- The matrix is both real and time-reversal invariant iff `P0` is real, `Mx = Mz = 0`
and `My` is imaginary. -/
theorem real_and_timeReverse_iff (P0 : Matrix n n ℂ) (M : Fin 3 → Matrix n n ℂ) :
    (IsRealMatrix (assemble P0 M) ∧ timeReverse (assemble P0 M) = assemble P0 M) ↔
      IsRealMatrix P0 ∧ M 0 = 0 ∧ IsImagMatrix (M 1) ∧ M 2 = 0 := by
  rw [real_iff, timeReverse_eq_self_iff]
  constructor
  · rintro ⟨⟨h0, hx, hy, hz⟩, _, hM⟩
    -- an entry that is both real and imaginary is zero
    exact ⟨h0, Matrix.ext fun i j => Complex.ext (hM 0 i j) (hx i j), hy,
      Matrix.ext fun i j => Complex.ext (hM 2 i j) (hz i j)⟩
  · rintro ⟨h0, hx, hy, hz⟩
    refine ⟨⟨h0, fun i j => by simp [hx], hy, fun i j => by simp [hz]⟩, h0, fun k i j => ?_⟩
    fin_cases k
    · simp [hx]
    · exact hy i j
    · simp [hz]

end

end SpinDensitySymmetry
```

```lean
#print axioms SpinDensitySymmetry.existsUnique_decomposition
#print axioms SpinDensitySymmetry.commute_all_spin_iff
#print axioms SpinDensitySymmetry.real_and_timeReverse_iff
```

```
'SpinDensitySymmetry.existsUnique_decomposition' depends on axioms: [propext, Classical.choice, Quot.sound]
'SpinDensitySymmetry.commute_all_spin_iff' depends on axioms: [propext, Classical.choice, Quot.sound]
'SpinDensitySymmetry.real_and_timeReverse_iff' depends on axioms: [propext, Classical.choice, Quot.sound]
```

In a finite basis of real orthonormal orbitals, these criteria tell a stability analysis which spin, time-reversal and reality symmetries a given one-particle density matrix has. Whether that matrix is a stationary point of the energy, or a stable one, is a separate question that depends on the energy functional.
